# A map between complex inner-product spaces conjugates all overlaps exactly when it is antilinear and norm-preserving

The theorem `reversesInner_iff` says that a function `T` between complex inner-product spaces satisfies ⟨Tx, Ty⟩ = ⟨y, x⟩ for all vectors exactly when it is additive, takes scalars out as their complex conjugates, and preserves norms. The vectors need not be normalised, so for nonzero x and y the quantum-mechanical amplitude is ⟨x, y⟩ divided by ‖x‖‖y‖; the spaces may have any dimension and need not be complete. The namespace `AntiunitaryMaps` points to antiunitary symmetries such as time reversal, which are also onto, but the theorem does not assume or prove that `T` is onto. The attempt gets the forward direction from three earlier lemmas; for the converse it reads the real part of the overlap off the norm of a sum, then replaces x by ix to get the imaginary part.

The first attempt, which Lean rejects:

```lean
import Mathlib

open ComplexConjugate

namespace AntiunitaryMaps

noncomputable section

variable {E F : Type*} [NormedAddCommGroup E] [InnerProductSpace ℂ E]
  [NormedAddCommGroup F] [InnerProductSpace ℂ F]

/-- A function between complex inner-product spaces reverses overlaps if
`⟪T x, T y⟫ = ⟪y, x⟫` for all vectors `x` and `y`. -/
def ReversesInner (T : E → F) : Prop :=
  ∀ x y : E, inner ℂ (T x) (T y) = inner ℂ y x

/-- A function that reverses overlaps maps a sum of two vectors to the sum of their images. -/
theorem ReversesInner.map_add {T : E → F} (h : ReversesInner T) (x y : E) :
    T (x + y) = T x + T y := by
  have h' : ∀ x y : E, inner ℂ (T x) (T y) = inner ℂ y x := h
  -- the defect of additivity has zero overlap with itself
  have key : inner ℂ (T (x + y) - (T x + T y)) (T (x + y) - (T x + T y)) = 0 := by
    simp only [inner_sub_left, inner_sub_right, inner_add_left, inner_add_right, h']
    ring
  exact sub_eq_zero.mp (inner_self_eq_zero.mp key)

/-- A function that reverses overlaps takes a scalar factor out as its complex conjugate. -/
theorem ReversesInner.map_smul {T : E → F} (h : ReversesInner T) (c : ℂ) (x : E) :
    T (c • x) = conj c • T x := by
  have h' : ∀ x y : E, inner ℂ (T x) (T y) = inner ℂ y x := h
  -- the defect of conjugate-homogeneity has zero overlap with itself
  have key : inner ℂ (T (c • x) - conj c • T x) (T (c • x) - conj c • T x) = 0 := by
    simp only [inner_sub_left, inner_sub_right, inner_smul_left, inner_smul_right, h',
      Complex.conj_conj]
    ring
  exact sub_eq_zero.mp (inner_self_eq_zero.mp key)

/-- A function that reverses overlaps preserves the norm of every vector. -/
theorem ReversesInner.norm_map {T : E → F} (h : ReversesInner T) (x : E) :
    ‖T x‖ = ‖x‖ := by
  rw [norm_eq_sqrt_re_inner (𝕜 := ℂ) (T x), norm_eq_sqrt_re_inner (𝕜 := ℂ) x, h x x]

/-- A function between complex inner-product spaces reverses overlaps if and only if it is
additive, conjugate-homogeneous and norm-preserving. -/
theorem reversesInner_iff (T : E → F) :
    ReversesInner T ↔
      (∀ x y, T (x + y) = T x + T y) ∧ (∀ (c : ℂ) x, T (c • x) = conj c • T x) ∧
        ∀ x, ‖T x‖ = ‖x‖ := by
  constructor
  · intro h
    exact ⟨h.map_add, h.map_smul, h.norm_map⟩
  · rintro ⟨hadd, hsmul, hnorm⟩
    -- the norm of a sum determines the real part of the overlap
    have hre : ∀ x y : E, (inner ℂ (T x) (T y)).re = (inner ℂ x y).re := by
      intro x y
      have h1 := norm_add_sq (𝕜 := ℂ) (T x) (T y)
      have h2 := norm_add_sq (𝕜 := ℂ) x y
      simp only [← hadd, hnorm, RCLike.re_eq_complex_re] at h1 h2
      linarith
    intro x y
    -- multiplying one state by `i` gives the imaginary part, with reversed sign
    have h3 := hre (Complex.I • x) y
    rw [hsmul, inner_smul_left, inner_smul_left] at h3
    simp only [Complex.conj_conj, Complex.conj_I, Complex.mul_re, Complex.neg_re,
      Complex.neg_im, Complex.I_re, Complex.I_im] at h3
    rw [← inner_conj_symm y x]
    apply Complex.ext
    · rw [Complex.conj_re]
      exact hre x y
    · rw [Complex.conj_im]
      linarith

end

end AntiunitaryMaps
```

The error:

```
Main.lean:71:6: error: linarith failed to find a contradiction
case mpr.a.h1
E : Type u_1
F : Type u_2
inst✝³ : NormedAddCommGroup E
inst✝² : InnerProductSpace ℂ E
inst✝¹ : NormedAddCommGroup F
inst✝ : InnerProductSpace ℂ F
T : E → F
hadd : ∀ (x y : E), T (x + y) = T x + T y
hsmul : ∀ (c : ℂ) (x : E), T (c • x) = (starRingEnd ℂ) c • T x
hnorm : ∀ (x : E), ‖T x‖ = ‖x‖
hre : ∀ (x y : E), (inner ℂ (T x) (T y)).re = (inner ℂ x y).re
x y : E
h3 :
  ((starRingEnd ℂ) (-Complex.I)).re * (inner ℂ (T x) (T y)).re -
      ((starRingEnd ℂ) (-Complex.I)).im * (inner ℂ (T x) (T y)).im =
    -0 * (inner ℂ x y).re - -1 * (inner ℂ x y).im
a✝ : (inner ℂ (T x) (T y)).im < -(inner ℂ x y).im
⊢ False
failed
Main.lean:64:15: warning: This simp argument is unused:
  Complex.conj_conj

Hint: Omit it from the simp argument list.
  [apply] simp only [Complex.conj_I, Complex.mul_re, Complex.neg_re, Complex.neg_im, Complex.I_re, Complex.I_im] at h3

Note: This linter can be disabled with `set_option linter.unusedSimpArgs false`
```

The error comes in the last step, where `linarith` must show that the imaginary part of the overlap changes sign. The equation `h3` should supply this, but its left side still contains the real and imaginary parts of `(starRingEnd ℂ) (-Complex.I)`, which `linarith` does not evaluate.

Before `simp only`, that factor was i conjugated twice. `Complex.conj_I` turned the inner conjugate into `-Complex.I`, so no double conjugate was left for `Complex.conj_conj` to remove. This is why the warning calls that lemma unused.

The repair replaces it with `map_neg`, which moves the minus sign outside the conjugate so that `Complex.conj_I` can apply again, and `neg_neg`, which cancels the two minus signs. The factor becomes i, its parts become 0 and 1, and `linarith` can finish. The change from "state" to "vector" in the comment is mere tidying.

Lean accepts the file once it reads:

```diff
@@ -59,8 +59,8 @@
       linarith
     intro x y
-    -- multiplying one state by `i` gives the imaginary part, with reversed sign
+    -- multiplying one vector by `i` gives the imaginary part, with reversed sign
     have h3 := hre (Complex.I • x) y
     rw [hsmul, inner_smul_left, inner_smul_left] at h3
-    simp only [Complex.conj_conj, Complex.conj_I, Complex.mul_re, Complex.neg_re,
+    simp only [map_neg, neg_neg, Complex.conj_I, Complex.mul_re, Complex.neg_re,
       Complex.neg_im, Complex.I_re, Complex.I_im] at h3
     rw [← inner_conj_symm y x]
```
